# Two orthonormal bases of an n-dimensional orbital space (n ≥ 1) can be paired with total squared overlap at least 1, and the best pairing gives exactly 1 only when all overlaps are equally large

After an SCF step I have a new set of $n$ molecular orbitals and want to know which old orbital each one continues. I compute all the overlaps and choose the one-to-one pairing with the largest sum of squared overlaps. Usually one pairing clearly wins, but when the orbitals mix strongly the winning sum drops. How far can it drop? Could it approach zero for large $n$? And if it reaches its lowest value, must the orbitals be completely mixed, or could some structure remain that another pairing would reveal?

## The floor is one, whatever the number of orbitals

The winning sum can't fall below 1, and it equals 1 only if every squared overlap is $1/n$. All pairings then tie, so for $n\ge2$ this score can't identify any orbital. This applies to maximum-overlap tracking of orbitals when both finite sets are orthonormal and span the same space.

Let $U_{ij}=\langle \phi_i^{\text{old}}|\phi_j^{\text{new}}\rangle$. Under those two conditions $U$ is unitary, so the numbers $|U_{ij}|^2$ sum to 1 along every row and every column. A permutation $s$ pairs new orbital $j$ with old orbital $s(j)$ and has weight
$$W(s)=\sum_j |U_{s(j),j}|^2 .$$

**The lower bound.** Number the orbitals $0,\dots,n-1$ and shift $s$ cyclically: $s_k(j)=s(j+k \bmod n)$. For fixed $j$, as $k$ runs over its $n$ values, $s_k(j)$ visits every old orbital once. Hence
$$\sum_k W(s_k)=\sum_j\sum_k |U_{s_k(j),j}|^2=\sum_j 1=n .$$
These $n$ weights have average 1, so the largest weight is at least 1.

**Equality.** Suppose the largest weight is 1. The weights $W(s_k)$ are then $n$ numbers, none above 1, with sum $n$, so each is 1. Since $s_0=s$ and $s$ was arbitrary, every pairing has weight 1.

Now exchange the partners of new orbitals $j$ and $l$ in $s$. The weight changes by
$$|U_{s(l),j}|^2+|U_{s(j),l}|^2-|U_{s(j),j}|^2-|U_{s(l),l}|^2,$$
which must vanish. It also vanishes trivially for $l=j$. Given any $i$ and $j$, choose $s$ with $s(j)=i$. Then for every $l$
$$|U_{ij}|^2+|U_{s(l),l}|^2=|U_{s(l),j}|^2+|U_{il}|^2 .$$
Sum over $l$. The second term on the left gives $W(s)=1$, and the terms on the right give a column sum and a row sum. So $n|U_{ij}|^2+1=2$, that is, $|U_{ij}|^2=1/n$. Conversely, if all squared overlaps are $1/n$, every pairing has weight $n\cdot(1/n)=1$.

**Complex orbitals reach the floor for every $n\ge 1$.** Take $F_{jk}=\zeta^{jk}/\sqrt n$ with $\zeta=e^{2\pi i/n}$, the overlaps between orthonormal site orbitals on a ring and their Bloch combinations. All its squared moduli are $1/n$. The inner product of rows $j$ and $l$ is $\frac1n\sum_{k=0}^{n-1} w^k$ with $w=\zeta^{j-l}$. For $j=l$ it is 1. For $j\neq l$ we have $w\ne1$ and $w^n=1$, so $(w-1)\sum_k w^k=w^n-1=0$ and the sum vanishes. Thus $F$ is unitary.

Real orbitals can't always do this. For odd $n\ge3$, equal squared overlaps would make every entry $\pm1/\sqrt n$. The inner product of two rows would then be a sum of an odd number of terms $\pm1/n$, which is never zero. So for real orbitals and odd $n\ge3$ the best weight stays above 1. This remark is not part of the Lean code.

**The other end.** Each $|U_{ij}|^2$ is at most 1, because its column sums to 1. So $W(s)\le n$, with equality exactly when every paired overlap has modulus 1: the new orbitals are the old ones up to order and phase. For $n=1$ the two ends coincide.

### What the Lean statements say

In the Lean code below, `U` is a complex matrix indexed by `Fin n`, with old orbitals as rows and new ones as columns. `assignmentWeight U s` is $W(s)$, and `bestWeight U` is its maximum over all permutations, `Equiv.Perm (Fin n)`. The hypothesis `hU` says that `U` is unitary, and `[NeZero n]` says that $n\ge1$.

`one_le_bestWeight_and_eq_iff` contains the lower bound and its equality condition. `bestWeight_le_and_eq_iff` does the same for the upper bound, and `fourierMatrix_attains_bound` states that $F$ is unitary and has best weight 1.

Unitarity is assumed, and it is the point to check in an application. It holds for complete sets of orthonormal orbitals in one fixed basis set. It generally fails between two geometries if the basis functions move with the atoms, or when only occupied orbitals are compared. Two occupied sets with mutually orthogonal spans even have best weight 0.

```lean
import Mathlib

open Finset ComplexConjugate

namespace OrbitalAssignment

noncomputable section

variable {n : ℕ}

/-- Total weight of the assignment `s`, which pairs new orbital `j` with old orbital `s j`:
the sum of the squared overlaps `|U (s j) j|²`. -/
def assignmentWeight (U : Matrix (Fin n) (Fin n) ℂ) (s : Equiv.Perm (Fin n)) : ℝ :=
  ∑ j, ‖U (s j) j‖ ^ 2

/-- The largest total weight among all one-to-one assignments of orbitals. -/
def bestWeight (U : Matrix (Fin n) (Fin n) ℂ) : ℝ :=
  univ.sup' univ_nonempty (assignmentWeight U)

/-- Each new orbital is normalised: for unitary `U` the squared overlaps in a column
sum to one. -/
theorem column_sum {U : Matrix (Fin n) (Fin n) ℂ} (hU : U ∈ Matrix.unitaryGroup (Fin n) ℂ)
    (j : Fin n) : ∑ i, ‖U i j‖ ^ 2 = 1 := by
  have h : (star U * U) j j = (1 : Matrix (Fin n) (Fin n) ℂ) j j := by
    rw [Matrix.mem_unitaryGroup_iff'.mp hU]
  rw [Matrix.mul_apply, Matrix.one_apply_eq] at h
  apply Complex.ofReal_injective
  push_cast
  refine Eq.trans (sum_congr rfl fun i _ => ?_) h
  rw [Matrix.star_apply]
  exact (Complex.conj_mul' _).symm

/-- Each old orbital is normalised: for unitary `U` the squared overlaps in a row
sum to one. -/
theorem row_sum {U : Matrix (Fin n) (Fin n) ℂ} (hU : U ∈ Matrix.unitaryGroup (Fin n) ℂ)
    (i : Fin n) : ∑ j, ‖U i j‖ ^ 2 = 1 := by
  have h : (U * star U) i i = (1 : Matrix (Fin n) (Fin n) ℂ) i i := by
    rw [Matrix.mem_unitaryGroup_iff.mp hU]
  rw [Matrix.mul_apply, Matrix.one_apply_eq] at h
  apply Complex.ofReal_injective
  push_cast
  refine Eq.trans (sum_congr rfl fun j _ => ?_) h
  rw [Matrix.star_apply]
  exact (Complex.mul_conj' _).symm

/-- For unitary `U`, the `n` assignments obtained from `s` by cyclic shifts of the new
orbitals have weights that sum to `n`. -/
theorem sum_cyclic_shifts [NeZero n] {U : Matrix (Fin n) (Fin n) ℂ}
    (hU : U ∈ Matrix.unitaryGroup (Fin n) ℂ) (s : Equiv.Perm (Fin n)) :
    ∑ k : Fin n, assignmentWeight U ((Equiv.addRight k).trans s) = n := by
  unfold assignmentWeight
  rw [sum_comm]
  -- for fixed `j` the shifts run once through column `j`
  have h : ∀ j : Fin n, ∑ k : Fin n, ‖U (((Equiv.addRight k).trans s) j) j‖ ^ 2 = 1 :=
    fun j => (Equiv.sum_comp ((Equiv.addLeft j).trans s) (fun i => ‖U i j‖ ^ 2)).trans
      (column_sum hU j)
  rw [sum_congr rfl fun j _ => h j]
  simp

/-- Exchanging the partners of the new orbitals `j` and `l` replaces their two old squared
overlaps in the total weight by the two crossed ones. -/
theorem weight_exchange (U : Matrix (Fin n) (Fin n) ℂ) (s : Equiv.Perm (Fin n)) (j l : Fin n) :
    assignmentWeight U ((Equiv.swap j l).trans s) - assignmentWeight U s =
      ‖U (s l) j‖ ^ 2 + ‖U (s j) l‖ ^ 2 - ‖U (s j) j‖ ^ 2 - ‖U (s l) l‖ ^ 2 := by
  by_cases hjl : j = l
  · subst hjl
    have h : (Equiv.swap j j).trans s = s := by ext x; simp
    rw [h]
    ring
  · unfold assignmentWeight
    rw [← sum_sub_distrib]
    -- only the terms `j` and `l` change
    rw [← sum_subset (subset_univ ({j, l} : Finset (Fin n))) ?_, sum_pair hjl]
    · simp only [Equiv.trans_apply, Equiv.swap_apply_left, Equiv.swap_apply_right]
      ring
    · intro m _ hm
      simp only [mem_insert, mem_singleton, not_or] at hm
      rw [Equiv.trans_apply, Equiv.swap_apply_of_ne_of_ne hm.1 hm.2, sub_self]

/-- For a unitary overlap matrix of `n ≥ 1` orbitals, the best assignment has total weight at
least one, with equality exactly when all squared overlaps equal `1/n`. -/
theorem one_le_bestWeight_and_eq_iff [NeZero n] {U : Matrix (Fin n) (Fin n) ℂ}
    (hU : U ∈ Matrix.unitaryGroup (Fin n) ℂ) :
    1 ≤ bestWeight U ∧ (bestWeight U = 1 ↔ ∀ i j, ‖U i j‖ ^ 2 = 1 / (n : ℝ)) := by
  have hn : (0 : ℝ) < n := Nat.cast_pos.mpr (Nat.pos_of_ne_zero (NeZero.ne n))
  have hle : ∀ s, assignmentWeight U s ≤ bestWeight U :=
    fun s => le_sup' (assignmentWeight U) (mem_univ s)
  -- the maximum is at least the average over cyclic shifts
  have hone : 1 ≤ bestWeight U := by
    have h := sum_le_sum fun (k : Fin n) (_ : k ∈ univ) =>
      hle ((Equiv.addRight k).trans (Equiv.refl _))
    rw [sum_cyclic_shifts hU, sum_const, card_univ, Fintype.card_fin, nsmul_eq_mul] at h
    exact le_of_mul_le_mul_left (by linarith) hn
  refine ⟨hone, fun hb i j => ?_, fun hflat => ?_⟩
  · -- a maximum equal to the average forces every assignment to have weight one
    have hall : ∀ s, assignmentWeight U s = 1 := by
      intro s
      have h := (sum_eq_sum_iff_of_le fun (k : Fin n) (_ : k ∈ univ) =>
        (hle ((Equiv.addRight k).trans s)).trans_eq hb).mp
          (by rw [sum_cyclic_shifts hU]; simp) 0 (mem_univ _)
      have h0 : (Equiv.addRight (0 : Fin n)).trans s = s := by ext x; simp
      rwa [h0] at h
    -- exchange partners in an assignment that pairs `j` with `i`, and sum over `l`
    obtain ⟨s, hs⟩ : ∃ s : Equiv.Perm (Fin n), s j = i :=
      ⟨Equiv.swap i j, Equiv.swap_apply_right i j⟩
    have hex : ∀ l, ‖U i j‖ ^ 2 + ‖U (s l) l‖ ^ 2 = ‖U (s l) j‖ ^ 2 + ‖U i l‖ ^ 2 := by
      intro l
      have h := weight_exchange U s j l
      rw [hall, hall, hs] at h
      linarith
    have hsum := sum_congr (rfl : (univ : Finset (Fin n)) = univ) fun l _ => hex l
    have hw : ∑ l, ‖U (s l) l‖ ^ 2 = 1 := hall s
    have hc : ∑ l, ‖U (s l) j‖ ^ 2 = 1 :=
      (Equiv.sum_comp s fun k => ‖U k j‖ ^ 2).trans (column_sum hU j)
    rw [sum_add_distrib, sum_add_distrib, hw, hc, row_sum hU, sum_const, card_univ,
      Fintype.card_fin, nsmul_eq_mul] at hsum
    rw [eq_div_iff hn.ne']
    linarith
  · refine le_antisymm (sup'_le _ _ fun s _ => ?_) hone
    unfold assignmentWeight
    rw [sum_congr rfl fun j _ => hflat (s j) j, sum_const, card_univ, Fintype.card_fin,
      nsmul_eq_mul, mul_one_div_cancel hn.ne']

/-- For unitary `U` the best weight is at most `n`, with equality exactly when some assignment
pairs all orbitals with overlaps of modulus one. -/
theorem bestWeight_le_and_eq_iff {U : Matrix (Fin n) (Fin n) ℂ}
    (hU : U ∈ Matrix.unitaryGroup (Fin n) ℂ) :
    bestWeight U ≤ n ∧ (bestWeight U = n ↔ ∃ s : Equiv.Perm (Fin n), ∀ j, ‖U (s j) j‖ = 1) := by
  have hent : ∀ i j, ‖U i j‖ ^ 2 ≤ 1 := fun i j =>
    (single_le_sum (f := fun i => ‖U i j‖ ^ 2) (fun _ _ => sq_nonneg _) (mem_univ i)).trans_eq
      (column_sum hU j)
  have hcard : ∑ _j : Fin n, (1 : ℝ) = n := by simp
  have hle : bestWeight U ≤ n := sup'_le _ _ fun s _ =>
    (sum_le_sum fun j _ => hent (s j) j).trans_eq hcard
  refine ⟨hle, fun hb => ?_, fun ⟨s, hs⟩ => le_antisymm hle ?_⟩
  · obtain ⟨s, _, hs⟩ := exists_mem_eq_sup' univ_nonempty (assignmentWeight U)
    have hw : ∑ j, ‖U (s j) j‖ ^ 2 = ∑ _j : Fin n, (1 : ℝ) :=
      (hs.symm.trans hb).trans hcard.symm
    refine ⟨s, fun j => ?_⟩
    have h := (sum_eq_sum_iff_of_le fun j _ => hent (s j) j).mp hw j (mem_univ j)
    nlinarith [norm_nonneg (U (s j) j)]
  · have h : assignmentWeight U s = n := by simp [assignmentWeight, hs]
    exact h.symm.trans_le (le_sup' (assignmentWeight U) (mem_univ s))

/-- The discrete Fourier matrix `exp(2πi/n)^(jk) / √n`, for `n ≥ 1`. -/
def fourierMatrix (n : ℕ) : Matrix (Fin n) (Fin n) ℂ := fun j k =>
  Complex.exp (2 * Real.pi * Complex.I / n) ^ (j.val * k.val) / (Real.sqrt n : ℂ)

/-- For every `n ≥ 1` the discrete Fourier matrix is unitary and its best assignment has total
weight exactly one. -/
theorem fourierMatrix_attains_bound (n : ℕ) [NeZero n] :
    fourierMatrix n ∈ Matrix.unitaryGroup (Fin n) ℂ ∧ bestWeight (fourierMatrix n) = 1 := by
  have hn : n ≠ 0 := NeZero.ne n
  have hnC : (n : ℂ) ≠ 0 := Nat.cast_ne_zero.mpr hn
  have hprim := Complex.isPrimitiveRoot_exp n hn
  have hdef : ∀ j k : Fin n, fourierMatrix n j k =
    Complex.exp (2 * Real.pi * Complex.I / n) ^ (j.val * k.val) / (Real.sqrt n : ℂ) :=
    fun _ _ => rfl
  generalize Complex.exp (2 * Real.pi * Complex.I / n) = ζ at hprim hdef
  have hnorm : ‖ζ‖ = 1 := (pow_eq_one_iff_of_nonneg (norm_nonneg ζ) hn).mp
    (by rw [← norm_pow, hprim.pow_eq_one, norm_one])
  have hconj : ζ * conj ζ = 1 := by rw [Complex.mul_conj', hnorm]; simp
  have hU : fourierMatrix n ∈ Matrix.unitaryGroup (Fin n) ℂ := by
    rw [Matrix.mem_unitaryGroup_iff]
    ext i j
    have hterm : ∀ k : Fin n, fourierMatrix n i k * (star (fourierMatrix n)) k j =
        (ζ ^ i.val * conj ζ ^ j.val) ^ k.val / n := by
      intro k
      rw [Matrix.star_apply, hdef, hdef, ← starRingEnd_apply, map_div₀, Complex.conj_ofReal,
        map_pow, div_mul_div_comm, ← Complex.ofReal_mul, Real.mul_self_sqrt n.cast_nonneg,
        Complex.ofReal_natCast, mul_pow, ← pow_mul, ← pow_mul]
    rw [Matrix.mul_apply, sum_congr rfl fun k _ => hterm k, ← sum_div,
      Fin.sum_univ_eq_sum_range (fun k => (ζ ^ i.val * conj ζ ^ j.val) ^ k) n]
    by_cases hij : i = j
    · subst hij
      rw [← mul_pow, hconj, Matrix.one_apply_eq]
      simp [hnC]
    · -- distinct rows: a full geometric sum over a nontrivial root of unity
      have hw : ζ ^ i.val * conj ζ ^ j.val ≠ 1 := by
        intro h
        apply hij
        apply Fin.ext
        apply hprim.pow_inj i.isLt j.isLt
        have hj : ζ ^ j.val * conj ζ ^ j.val = 1 := by rw [← mul_pow, hconj, one_pow]
        linear_combination ζ ^ j.val * h - ζ ^ i.val * hj
      have hwn : (ζ ^ i.val * conj ζ ^ j.val) ^ n = 1 := by
        rw [mul_pow, pow_right_comm, pow_right_comm (conj ζ), ← map_pow, hprim.pow_eq_one]
        simp
      have hg := geom_sum_mul (ζ ^ i.val * conj ζ ^ j.val) n
      rw [hwn, sub_self] at hg
      rw [(mul_eq_zero.mp hg).resolve_right (sub_ne_zero.mpr hw), zero_div,
        Matrix.one_apply_ne hij]
  refine ⟨hU, (one_le_bestWeight_and_eq_iff hU).2.mpr fun i j => ?_⟩
  rw [hdef, norm_div, norm_pow, hnorm, one_pow, Complex.norm_real, Real.norm_eq_abs, div_pow,
    sq_abs, Real.sq_sqrt n.cast_nonneg, one_pow]

end

end OrbitalAssignment
```

```lean
#print axioms OrbitalAssignment.one_le_bestWeight_and_eq_iff
#print axioms OrbitalAssignment.bestWeight_le_and_eq_iff
#print axioms OrbitalAssignment.fourierMatrix_attains_bound
```

```
'OrbitalAssignment.one_le_bestWeight_and_eq_iff' depends on axioms: [propext, Classical.choice, Quot.sound]
'OrbitalAssignment.bestWeight_le_and_eq_iff' depends on axioms: [propext, Classical.choice, Quot.sound]
'OrbitalAssignment.fourierMatrix_attains_bound' depends on axioms: [propext, Classical.choice, Quot.sound]
```

### From the sums to the Lean proof

`column_sum` and `row_sum` read off the diagonal entries of $U^\dagger U=1$ and $UU^\dagger=1$.

In `sum_cyclic_shifts`, the permutation `(Equiv.addRight k).trans s` is $s_k$: `trans` applies its left-hand map first. `sum_comm` exchanges the two sums, and `Equiv.sum_comp` turns the sum over shifts into a column sum.

`weight_exchange` treats $j=l$ separately. Otherwise it uses `sum_subset` to keep only the two terms that change.

In the main theorem, `hone` compares the maximum with the average over shifts. `hall` obtains weight 1 for every pairing from `sum_eq_sum_iff_of_le`: if terms are bounded one by one and the totals agree, the terms agree. The swap of `i` and `j` supplies a permutation with $s(j)=i$, `hex` is the four-term identity, and `hsum` is its sum over $l$.

The equality case of the upper bound uses the same termwise comparison, applied to a maximising permutation supplied by `exists_mem_eq_sup'`. For the Fourier matrix, `geom_sum_mul` is the geometric-sum identity. Once unitarity is established, the best weight follows from the equality condition of the main theorem, because all squared moduli are $1/n$.
